# Under uniform scaling, the dimension-weighted rank-one 6j formula tends to the law-of-cosines ratio

Let $a,b>0$ and let $c$ be real. Put $A=Na$, $B=Nb$, $C=Nc$. Then, as $N\to\infty$,

$$
\frac{2\,[A(A+1)+B(B+1)-C(C+1)]\,\sqrt{(2A+1)(2B+1)}}{\sqrt{2A(2A+1)(2A+2)\,2B(2B+1)(2B+2)}}\;\longrightarrow\;\frac{a^2+b^2-c^2}{2ab}.
$$

If $a,b,c$ are the sides of a triangle, the right-hand side is the cosine of the angle opposite $c$. The fraction on the left, without the factor $\sqrt{(2A+1)(2B+1)}$, is the algebraic form of a 6j symbol with one entry equal to 1, stripped of its phase. Such symbols enter the matrix elements of scalar products of two vector operators in a coupled basis, spin–orbit coupling among them; the limit gives their classical geometry when all three angular momenta grow in fixed proportion.

## The 6j expression and the vector-model cosine

```lean
import Mathlib

open Filter Topology

namespace RankOneSixJSemiclassical

noncomputable section
```

The file loads Mathlib and opens two namespaces for limits. `Filter` supplies the language of "as $N\to\infty$", and `Topology` supplies the notation `𝓝 L` for the neighbourhoods of a point $L$.

```lean
/-- The value `j (j + 1)` of the squared angular momentum, in units of `ℏ²`. -/
def casimir (j : ℝ) : ℝ := j * (j + 1)
```

This defines $K(j)=j(j+1)$, the eigenvalue of $\mathbf J^2$ in units of $\hbar^2$. The argument has type `ℝ`, so $j$ may be any real number; integers and half-integers are special cases.

```lean
/-- The closed algebraic form of the 6j symbol `{C A B; 1 B A}`, without its phase. -/
def sixJRankOne (A B C : ℝ) : ℝ :=
  2 * (casimir A + casimir B - casimir C) /
    √(2 * A * (2 * A + 1) * (2 * A + 2) * (2 * B * (2 * B + 1) * (2 * B + 2)))
```

In ordinary notation,

$$
\texttt{sixJRankOne}\,A\,B\,C=\frac{2\,[K(A)+K(B)-K(C)]}{\sqrt{2A(2A+1)(2A+2)\,2B(2B+1)(2B+2)}} .
$$

The closed form is taken as the definition; it is not derived from Racah's sum or from the recoupling of three angular momenta. It represents the symbol only for quantum numbers that satisfy the triangle conditions; otherwise the symbol is zero, while the formula need not be. The omitted phase is $(-1)^{A+B+C+1}$. It can alternate along a sequence of growing quantum numbers, so the convergence concerns the expression without it.

```lean
/-- The rank-one 6j expression multiplied by the dimension factor `√((2A+1)(2B+1))`. -/
def scaledSixJ (A B C : ℝ) : ℝ :=
  sixJRankOne A B C * √((2 * A + 1) * (2 * B + 1))
```

This multiplies the previous expression by $\sqrt{(2A+1)(2B+1)}$, the square root of the product of the two multiplet dimensions. It is the left-hand side of the opening formula.

```lean
/-- The vector-model cosine: the law of cosines for a triangle whose squared sides are
`A(A+1)`, `B(B+1)` and `C(C+1)`. -/
def vectorCosine (A B C : ℝ) : ℝ :=
  (casimir A + casimir B - casimir C) / (2 * √(casimir A * casimir B))
```

The vector model draws angular momenta as arrows of length $\sqrt{j(j+1)}$. For a triangle with these side lengths, the law of cosines gives

$$
\texttt{vectorCosine}\,A\,B\,C=\frac{K(A)+K(B)-K(C)}{2\sqrt{K(A)K(B)}} .
$$

The sign convention is that of a triangle whose third side is the difference of the other two. In the coupling $\mathbf J_C=\mathbf J_A+\mathbf J_B$, the cosine between $\mathbf J_A$ and $\mathbf J_B$ has the opposite sign.

```lean
/-- The vector-model cosine along a ray of angular momenta, as a function of the inverse
scale `x = 1/N`. -/
def profile (a b c x : ℝ) : ℝ :=
  (a ^ 2 + b ^ 2 - c ^ 2 + x * (a + b - c)) / (2 * √(a * (a + x) * (b * (b + x))))
```

With $x=1/N$, this is the function

$$
p(x)=\frac{a^2+b^2-c^2+x\,(a+b-c)}{2\sqrt{a(a+x)\,b(b+x)}} .
$$

It turns a question about infinity into one about the point $x=0$, where nothing is singular if $a,b>0$.

## An exact identity before any limit

```lean
/-- For positive `A` and `B` the scaled rank-one 6j expression equals the vector-model
cosine exactly. -/
theorem scaledSixJ_eq_vectorCosine {A B : ℝ} (hA : 0 < A) (hB : 0 < B) (C : ℝ) :
    scaledSixJ A B C = vectorCosine A B C := by
  have hcas : 0 < casimir A * casimir B := by unfold casimir; positivity
  have hdim : 0 < (2 * A + 1) * (2 * B + 1) := by positivity
  -- the dimension factors split off from the square root
  have hroot : √(2 * A * (2 * A + 1) * (2 * A + 2) * (2 * B * (2 * B + 1) * (2 * B + 2)))
      = √((2 * A + 1) * (2 * B + 1)) * (4 * √(casimir A * casimir B)) := by
    have e : 2 * A * (2 * A + 1) * (2 * A + 2) * (2 * B * (2 * B + 1) * (2 * B + 2))
        = ((2 * A + 1) * (2 * B + 1)) * ((4 : ℝ) ^ 2 * (casimir A * casimir B)) := by
      unfold casimir; ring
    rw [e, Real.sqrt_mul hdim.le, Real.sqrt_mul (by norm_num : (0 : ℝ) ≤ 4 ^ 2),
      Real.sqrt_sq (by norm_num : (0 : ℝ) ≤ 4)]
  have key : ∀ n s t : ℝ, 0 < s → 0 < t → 2 * n / (s * (4 * t)) * s = n / (2 * t) := by
    intro n s t hs ht
    rw [div_mul_eq_mul_div, div_eq_div_iff (by positivity) (by positivity)]
    ring
  unfold scaledSixJ sixJRankOne vectorCosine
  rw [hroot]
  exact key _ _ _ (Real.sqrt_pos.mpr hdim) (Real.sqrt_pos.mpr hcas)
```

A Lean theorem lists its data and hypotheses before the colon and its claim after it. Here `hA : 0 < A` is a named assumption, and the claim is that the scaled 6j expression equals the vector-model cosine for all positive $A$, $B$ and every real $C$.

By hand, use $2A(2A+1)(2A+2)=4(2A+1)K(A)$, and likewise for $B$. The denominator becomes

$$
\sqrt{16\,(2A+1)(2B+1)\,K(A)K(B)}=4\sqrt{(2A+1)(2B+1)}\,\sqrt{K(A)K(B)} .
$$

The dimension factor cancels, and $2/4$ reduces to $1/2$:

$$
\frac{2[K(A)+K(B)-K(C)]}{4\sqrt{K(A)K(B)}}=\frac{K(A)+K(B)-K(C)}{2\sqrt{K(A)K(B)}} .
$$

In the proof, `hroot` is the factorisation of the square root, with `ring` checking the polynomial identity beneath it. The auxiliary statement `key` is the cancellation, written for a general numerator `n` and positive roots `s` and `t`. The sign conditions come from `positivity`, from `norm_num` for the constant 4, and from `Real.sqrt_pos` for the two roots.

The identity already holds for small spins. For $A=B=\tfrac12$ the common value is $1$ at $C=0$ and $-\tfrac13$ at $C=1$.

## From large N to a function near zero

```lean
/-- When all three angular momenta are scaled by `N > 0`, the scaled 6j expression depends
on `N` through the profile function at `1/N`. -/
theorem scaledSixJ_ray {a b N : ℝ} (ha : 0 < a) (hb : 0 < b) (hN : 0 < N) (c : ℝ) :
    scaledSixJ (N * a) (N * b) (N * c) = profile a b c N⁻¹ := by
  rw [scaledSixJ_eq_vectorCosine (mul_pos hN ha) (mul_pos hN hb)]
  have hNi : N * N⁻¹ = 1 := mul_inv_cancel₀ hN.ne'
  have hcas : ∀ j : ℝ, casimir (N * j) = N ^ 2 * (j * (j + N⁻¹)) := by
    intro j
    unfold casimir
    linear_combination (-(N * j)) * hNi
  have hroot : √(casimir (N * a) * casimir (N * b))
      = N ^ 2 * √(a * (a + N⁻¹) * (b * (b + N⁻¹))) := by
    have e : casimir (N * a) * casimir (N * b)
        = (N ^ 2) ^ 2 * (a * (a + N⁻¹) * (b * (b + N⁻¹))) := by
      rw [hcas, hcas]; ring
    rw [e, Real.sqrt_mul (by positivity), Real.sqrt_sq (by positivity)]
  have hnum : casimir (N * a) + casimir (N * b) - casimir (N * c)
      = N ^ 2 * (a ^ 2 + b ^ 2 - c ^ 2 + N⁻¹ * (a + b - c)) := by
    rw [hcas, hcas, hcas]; ring
  unfold vectorCosine profile
  -- the common factor `N²` cancels
  rw [hroot, hnum, mul_left_comm 2 (N ^ 2), mul_div_mul_left _ _ (by positivity)]
```

For positive $a$, $b$ and $N$, this says that the scaled expression at $(Na,Nb,Nc)$ equals $p(1/N)$. The calculation begins with

$$
K(Nj)=N^2j^2+Nj=N^2\,j\left(j+\frac1N\right).
$$

Adding the terms for $a$ and $b$ and subtracting that for $c$ gives the numerator

$$
N^2\left[a^2+b^2-c^2+\frac{a+b-c}{N}\right].
$$

The square root in the denominator is

$$
\sqrt{K(Na)K(Nb)}=N^2\sqrt{a\left(a+\tfrac1N\right)b\left(b+\tfrac1N\right)} .
$$

The factor $N^2$ cancels and leaves $p(1/N)$. The three displays are `hcas`, `hnum` and `hroot` in the code, and the last line performs the cancellation. The first rewriting step uses the exact identity above, so the original six-factor square root doesn't return.

```lean
/-- At `x = 0` the profile function is the classical law-of-cosines expression. -/
theorem profile_zero {a b : ℝ} (ha : 0 < a) (hb : 0 < b) (c : ℝ) :
    profile a b c 0 = (a ^ 2 + b ^ 2 - c ^ 2) / (2 * a * b) := by
  have e : a * (a + 0) * (b * (b + 0)) = (a * b) ^ 2 := by ring
  unfold profile
  rw [e, Real.sqrt_sq (by positivity), zero_mul, add_zero, mul_assoc]
```

At $x=0$ the radicand is $a^2b^2$. Since $a$ and $b$ are positive, its root is $ab$, and

$$
p(0)=\frac{a^2+b^2-c^2}{2ab}.
$$

```lean
/-- The derivative of the profile function with respect to the inverse scale, at `x = 0`. -/
theorem hasDerivAt_profile {a b : ℝ} (ha : 0 < a) (hb : 0 < b) (c : ℝ) :
    HasDerivAt (profile a b c)
      ((a + b - c) / (2 * a * b)
        - (a ^ 2 + b ^ 2 - c ^ 2) * (a + b) / (4 * a ^ 2 * b ^ 2)) 0 := by
  have hlin : ∀ r : ℝ, HasDerivAt (fun x : ℝ => r * (r + x)) r 0 := by
    intro r
    simpa using ((hasDerivAt_id' (0 : ℝ)).const_add r).const_mul r
  have hg : HasDerivAt (fun x : ℝ => a * (a + x) * (b * (b + x))) (a * b * (a + b)) 0 :=
    ((hlin a).fun_mul (hlin b)).congr_deriv (by
      show a * (b * (b + 0)) + a * (a + 0) * b = _
      ring)
  have hs : √(a * (a + 0) * (b * (b + 0))) = a * b := by
    have e : a * (a + 0) * (b * (b + 0)) = (a * b) ^ 2 := by ring
    rw [e, Real.sqrt_sq (by positivity)]
  have hne : a * (a + 0) * (b * (b + 0)) ≠ 0 := by
    simp [ha.ne', hb.ne']
  have hden : HasDerivAt (fun x : ℝ => 2 * √(a * (a + x) * (b * (b + x)))) (a + b) 0 :=
    ((hg.sqrt hne).const_mul 2).congr_deriv (by
      show 2 * (a * b * (a + b) / (2 * √(a * (a + 0) * (b * (b + 0))))) = a + b
      rw [hs]
      field_simp)
  have hnum : HasDerivAt (fun x : ℝ => a ^ 2 + b ^ 2 - c ^ 2 + x * (a + b - c))
      (a + b - c) 0 := by
    simpa using ((hasDerivAt_id' (0 : ℝ)).mul_const (a + b - c)).const_add
      (a ^ 2 + b ^ 2 - c ^ 2)
  have hden0 : 2 * √(a * (a + 0) * (b * (b + 0))) ≠ 0 := by
    rw [hs]; positivity
  -- quotient rule
  exact (hnum.fun_div hden hden0).congr_deriv (by
    show ((a + b - c) * (2 * √(a * (a + 0) * (b * (b + 0))))
      - (a ^ 2 + b ^ 2 - c ^ 2 + 0 * (a + b - c)) * (a + b))
        / (2 * √(a * (a + 0) * (b * (b + 0)))) ^ 2 = _
    rw [hs]
    field_simp
    ring)
```

`HasDerivAt f f' x` means that `f` is differentiable at `x` with derivative `f'`. For $a,b>0$ the theorem gives

$$
p'(0)=\frac{a+b-c}{2ab}-\frac{(a^2+b^2-c^2)(a+b)}{4a^2b^2}.
$$

To find it by hand, write $p=n/d$ with $n(x)=a^2+b^2-c^2+x(a+b-c)$, $d(x)=2\sqrt{g(x)}$ and $g(x)=a(a+x)\,b(b+x)$. The product rule gives $g'(0)=ab(a+b)$, while $g(0)=a^2b^2$. Hence

$$
d(0)=2ab,\qquad d'(0)=\frac{g'(0)}{\sqrt{g(0)}}=a+b,\qquad n'(0)=a+b-c .
$$

The quotient rule then yields

$$
p'(0)=\frac{(a+b-c)\,2ab-(a^2+b^2-c^2)(a+b)}{4a^2b^2},
$$

which is the stated result. The code follows the same route: `hg` differentiates $g$, `hden` differentiates $d$, `hnum` differentiates $n$, and the final step applies the quotient rule. Each `congr_deriv` replaces the derivative in the form produced by a rule with the simplified form wanted next.

## The classical limit and its first correction

```lean
/-- Semiclassical limit of the rank-one 6j formula: as the angular momenta `Na`, `Nb`, `Nc`
grow, the scaled expression tends to `(a² + b² - c²) / (2ab)`. -/
theorem tendsto_scaledSixJ {a b : ℝ} (ha : 0 < a) (hb : 0 < b) (c : ℝ) :
    Tendsto (fun N : ℝ => scaledSixJ (N * a) (N * b) (N * c)) atTop
      (𝓝 ((a ^ 2 + b ^ 2 - c ^ 2) / (2 * a * b))) := by
  rw [← profile_zero ha hb c]
  have h := (hasDerivAt_profile ha hb c).continuousAt.tendsto.comp
    (tendsto_inv_atTop_zero (𝕜 := ℝ))
  refine h.congr' ?_
  filter_upwards [eventually_gt_atTop (0 : ℝ)] with N hN
  exact (scaledSixJ_ray ha hb hN c).symm
```

`Tendsto F atTop (𝓝 L)` reads "$F(N)\to L$ as $N\to\infty$". The statement is therefore the limit announced at the start, with $A=Na$ written as `N * a`.

The argument is short. A differentiable function is continuous, so $p(x)\to p(0)$ as $x\to0$. Since $1/N\to0$, it follows that $p(1/N)\to p(0)$. For positive $N$, the scaled 6j expression is $p(1/N)$.

The variable $N$ is real, so the limit also holds along any sequence $N_k\to\infty$ for which $N_ka$, $N_kb$ and $N_kc$ are allowed quantum numbers. The theorem imposes no triangle condition on $a,b,c$. If $c>a+b$, the limit of the formula is still correct, but it lies below $-1$ and is not the cosine of a real angle; the 6j symbol itself is zero there.

```lean
/-- The correction of order `1/N`: `N` times the deviation of the scaled 6j expression from its
classical limit tends to an explicit function of `a`, `b`, `c`. -/
theorem tendsto_quantum_correction {a b : ℝ} (ha : 0 < a) (hb : 0 < b) (c : ℝ) :
    Tendsto (fun N : ℝ => N * (scaledSixJ (N * a) (N * b) (N * c)
        - (a ^ 2 + b ^ 2 - c ^ 2) / (2 * a * b))) atTop
      (𝓝 ((a + b - c) / (2 * a * b)
        - (a ^ 2 + b ^ 2 - c ^ 2) * (a + b) / (4 * a ^ 2 * b ^ 2))) := by
  have hinv : Tendsto (fun N : ℝ => N⁻¹) atTop (𝓝[≠] 0) := by
    refine tendsto_nhdsWithin_iff.mpr ⟨tendsto_inv_atTop_zero, ?_⟩
    filter_upwards [eventually_gt_atTop (0 : ℝ)] with N hN
    exact inv_ne_zero hN.ne'
  -- the difference quotient of the profile at step `1/N`
  have h := (hasDerivAt_iff_tendsto_slope_zero.mp (hasDerivAt_profile ha hb c)).comp hinv
  refine h.congr' ?_
  filter_upwards [eventually_gt_atTop (0 : ℝ)] with N hN
  simp only [Function.comp_apply, smul_eq_mul, inv_inv, zero_add]
  rw [scaledSixJ_ray ha hb hN c, profile_zero ha hb c]
```

For $a,b>0$, this theorem finds the size of the deviation at large $N$:

$$
N\left[\texttt{scaledSixJ}(Na,Nb,Nc)-\frac{a^2+b^2-c^2}{2ab}\right]\longrightarrow p'(0).
$$

By hand, the left-hand side is

$$
N\,[p(1/N)-p(0)]=\frac{p(1/N)-p(0)}{1/N},
$$

a difference quotient with step $1/N$, and its limit is the derivative. Thus $p'(0)/N$ is the leading correction to the classical value whenever $p'(0)\neq0$.

Two cases show what it does. For $a=b=c$ the correction vanishes, in keeping with the vector-model triangle being equilateral at every $N$. In the stretched case $c=a+b$, the limit is $-1$ and $p'(0)=(a+b)/(2ab)>0$: the cosine approaches $-1$ at the rate $1/N$, so the angle opposite the third side of the vector-model triangle falls short of $180^\circ$ by an amount that shrinks only as $1/\sqrt N$.

### One derivative, two limits

Both theorems draw on `hasDerivAt_profile`. In Mathlib, a `HasDerivAt` statement can be converted into continuity, through `continuousAt`, or into convergence of difference quotients, through `hasDerivAt_iff_tendsto_slope_zero`. The first conversion gives the classical limit and the second gives the correction.

What remains is to put $x=1/N$ into a limit at $x=0$. For functions this is composition, and `Tendsto` statements compose in the same way through `.comp`: if $1/N\to0$ and $p(x)\to p(0)$, then $p(1/N)\to p(0)$. The difference quotient needs a little more care, because its step must not be zero. Its limit is therefore taken along `𝓝[≠] 0`, the neighbourhoods of zero with zero itself removed, and `hinv` proves that $1/N$ approaches zero in this stricter sense.

Finally, `congr'` replaces one function by another that agrees with it for all sufficiently large $N$. The line with `filter_upwards` restricts attention to $N>0$, where the identity with $p(1/N)$ is available. Values at zero or negative $N$ have no influence on the limit.

## The angle between two classical vectors

```lean
/-- For classical angular momentum vectors `u` and `v`, with the third side of the triangle
equal to `u - v`, the scaled 6j expression tends to the cosine of the angle between them. -/
theorem tendsto_cos_angle {V : Type*} [NormedAddCommGroup V] [InnerProductSpace ℝ V]
    {u v : V} (hu : u ≠ 0) (hv : v ≠ 0) :
    Tendsto (fun N : ℝ => scaledSixJ (N * ‖u‖) (N * ‖v‖) (N * ‖u - v‖)) atTop
      (𝓝 (Real.cos (InnerProductGeometry.angle u v))) := by
  have hu' : 0 < ‖u‖ := norm_pos_iff.mpr hu
  have hv' : 0 < ‖v‖ := norm_pos_iff.mpr hv
  have e : Real.cos (InnerProductGeometry.angle u v)
      = (‖u‖ ^ 2 + ‖v‖ ^ 2 - ‖u - v‖ ^ 2) / (2 * ‖u‖ * ‖v‖) := by
    rw [InnerProductGeometry.cos_angle, norm_sub_sq_real,
      div_eq_div_iff (by positivity) (by positivity)]
    ring
  rw [e]
  exact tendsto_scaledSixJ hu' hv' _

end

end RankOneSixJSemiclassical
```

Here `V` is any real inner product space, with ordinary three-dimensional space as the physical example. The vectors $u$ and $v$ are nonzero, and `‖u‖` is the length of $u$. The angular momenta are scaled as $A=N\|u\|$, $B=N\|v\|$ and $C=N\|u-v\|$, so the three lengths form a triangle, possibly a degenerate one.

Expanding the square of the third side gives

$$
\|u-v\|^2=\|u\|^2+\|v\|^2-2\,u\cdot v .
$$

Therefore

$$
\frac{\|u\|^2+\|v\|^2-\|u-v\|^2}{2\|u\|\,\|v\|}
=\frac{u\cdot v}{\|u\|\,\|v\|}=\cos\theta ,
$$

where $\theta$ is the angle between $u$ and $v$. The proof establishes this equality as `e`, using Mathlib's formulas for the cosine of an angle and for the squared norm of a difference. It then applies `tendsto_scaledSixJ` with $a=\|u\|$, $b=\|v\|$ and $c=\|u-v\|$; the assumptions `hu` and `hv` make the first two lengths positive.

```lean
#print axioms RankOneSixJSemiclassical.tendsto_scaledSixJ
#print axioms RankOneSixJSemiclassical.tendsto_quantum_correction
#print axioms RankOneSixJSemiclassical.tendsto_cos_angle
```

```
'RankOneSixJSemiclassical.tendsto_scaledSixJ' depends on axioms: [propext, Classical.choice, Quot.sound]
'RankOneSixJSemiclassical.tendsto_quantum_correction' depends on axioms: [propext, Classical.choice, Quot.sound]
'RankOneSixJSemiclassical.tendsto_cos_angle' depends on axioms: [propext, Classical.choice, Quot.sound]
```
